# Paraunitary diagonalization of a positive definite quadratic boson Hamiltonian

In linear spin-wave theory, a magnet with N spins per magnetic cell has a Hamiltonian that is, up to a constant, a sum over wavevectors k of terms

½ Ψ† H Ψ,  Ψ = (a₁(k), …, a_N(k), a₁†(−k), …, a_N†(−k)).

Here aᵢ(k) annihilates a spin deviation (a boson) of wavevector k on sublattice i, H is a Hermitian matrix that depends on k, and the boson commutators are [Ψᵢ, Ψⱼ†] = ηᵢⱼ, where η is diagonal with N entries +1 followed by N entries −1. New modes Φ, defined by Ψ = TΦ, obey the same commutators when T η T† = η. Since η² = 1, this is equivalent to T†ηT = η, and such a T is called paraunitary. The problem is to find a paraunitary T for which T†HT is diagonal. A unitary matrix of eigenvectors of H generally fails, because it does not preserve η.

Below, † is the conjugate transpose, diag(d) has the real numbers dᵢ on its diagonal, and H is assumed positive definite. Physically, every small deviation with wavevectors ±k from the classical spin order costs energy at second order. Wavevectors with a zero-energy Goldstone mode are therefore excluded.

## Positive energies and signs ±1

**Claim.** If H is positive definite and η is Hermitian and invertible, then some invertible T gives T†HT = diag(ω) with all ωᵢ > 0, and T†ηT = diag(s) with all sᵢ = ±1.

Diagonalize H by a unitary V, so that V†HV = diag(h) with hᵢ > 0. Rescaling the eigenvectors gives

L = V diag(hᵢ^(−1/2)),  L†HL = 1.

The matrix L†ηL is Hermitian and invertible. A unitary U therefore brings it to diag(b) with real bᵢ ≠ 0, and leaves the identity alone:

(LU)†H(LU) = U†U = 1,  (LU)†η(LU) = diag(b).

Finally, rescale the columns by |bᵢ|^(−1/2):

T = LU diag(|bᵢ|^(−1/2)),  ωᵢ = 1/|bᵢ|,  sᵢ = bᵢ/|bᵢ|.

All factors of T are invertible, so T is too.

## Restoring the metric

Now let η = diag(σ) with σᵢ = ±1. The signs s might differ from σ in number or in order. To compare their numbers, suppose that T† diag(s) T = diag(t) for any real s and t. Then for every vector x

Σᵢ tᵢ|xᵢ|² = Σᵢ sᵢ|(Tx)ᵢ|².

Take x with xᵢ = 0 wherever tᵢ ≤ 0, and (Tx)ᵢ = 0 wherever sᵢ > 0. The left side is then ≥ 0 and the right side ≤ 0, so both vanish. Hence xᵢ = 0 also where tᵢ > 0, and x = 0. The linear map that sends x to the listed components of Tx and x is thus injective. With m the matrix size and n₊ the number of positive entries,

m ≤ n₊(s) + m − n₊(t),  so n₊(t) ≤ n₊(s).

Applied to the T of the claim and to its inverse, this shows that s and σ have equally many positive signs. A permutation p then satisfies s_p(i) = σᵢ. Taking column p(i) of T as the new column i gives T†ηT = η, with energies ω_p(i).

Conversely, let an invertible T give T†HT = diag(ω) with ωᵢ > 0, and put S = T⁻¹. Then H = S† diag(ω) S is Hermitian, and

x†Hx = Σᵢ ωᵢ|(Sx)ᵢ|² > 0 for x ≠ 0,

because Sx ≠ 0. So H is positive definite.

## The development in Lean

The matrices are complex and square, with rows and columns labelled by a finite type `n`.

```lean
import Mathlib

open Matrix
open scoped ComplexOrder

namespace ColpaDiagonalization

variable {n : Type*} [Fintype n] [DecidableEq n]
```

The function `realDiag` is diag. Energies and signs are thus real by their type.

```lean
/-- The complex diagonal matrix with the real numbers `d i` on its diagonal. -/
def realDiag (d : n → ℝ) : Matrix n n ℂ := diagonal fun i => (d i : ℂ)
```

The next lemma is the quadratic-form identity used in the sign count and in the converse. `Tᴴ` stands for T†, and `Complex.normSq` is the squared modulus.

```lean
/-- The quadratic form of `T† D T`, with `D` real diagonal, is the sum of the squared moduli of
the transformed amplitudes `T x`, weighted by the entries of `D`. -/
theorem form_realDiag (T : Matrix n n ℂ) (d : n → ℝ) (x : n → ℂ) :
    star x ⬝ᵥ ((Tᴴ * realDiag d * T) *ᵥ x) =
      ((∑ i, d i * Complex.normSq ((T *ᵥ x) i) : ℝ) : ℂ) := by
  have h : star x ⬝ᵥ ((Tᴴ * realDiag d * T) *ᵥ x) =
      star (T *ᵥ x) ⬝ᵥ (realDiag d *ᵥ (T *ᵥ x)) := by
    rw [star_mulVec, ← Matrix.dotProduct_mulVec]
    simp only [mulVec_mulVec, Matrix.mul_assoc]
  rw [h, Complex.ofReal_sum]
  unfold realDiag
  simp only [dotProduct, mulVec_diagonal, Pi.star_apply]
  refine Finset.sum_congr rfl fun i _ => ?_
  rw [Complex.ofReal_mul, Complex.normSq_eq_conj_mul_self, Complex.star_def]
  ring
```

If TS = 1, then S undoes the congruence by T.

```lean
/-- A change of modes `T` is undone by its inverse `S`: transforming `T† M T` with `S`
gives back `M`. -/
theorem undo_transformation {T S : Matrix n n ℂ} (h : T * S = 1) (M : Matrix n n ℂ) :
    Sᴴ * (Tᴴ * M * T) * S = M := by
  calc Sᴴ * (Tᴴ * M * T) * S = (T * S)ᴴ * M * (T * S) := by
        simp only [conjTranspose_mul, Matrix.mul_assoc]
    _ = M := by rw [h, conjTranspose_one, Matrix.one_mul, Matrix.mul_one]
```

Mathlib's spectral theorem writes A as U diag U†. The lemma below turns this into U†AU = diag.

```lean
/-- A Hermitian matrix is brought to the diagonal form of its eigenvalues by a unitary matrix. -/
theorem unitary_diagonalization {A : Matrix n n ℂ} (hA : A.IsHermitian) :
    ∃ U : Matrix n n ℂ, Uᴴ * U = 1 ∧ Uᴴ * A * U = realDiag hA.eigenvalues := by
  obtain ⟨U, hU, h⟩ : ∃ U : Matrix n n ℂ, Uᴴ * U = 1 ∧
      A = U * realDiag hA.eigenvalues * Uᴴ :=
    ⟨hA.eigenvectorUnitary, Matrix.mem_unitaryGroup_iff'.mp hA.eigenvectorUnitary.2,
      hA.spectral_theorem.trans (Unitary.conjStarAlgAut_apply _ _)⟩
  refine ⟨U, hU, ?_⟩
  calc Uᴴ * A * U = Uᴴ * (U * realDiag hA.eigenvalues * Uᴴ) * U :=
        congrArg (fun X => Uᴴ * X * U) h
    _ = (Uᴴ * U) * realDiag hA.eigenvalues * (Uᴴ * U) := by simp only [Matrix.mul_assoc]
    _ = realDiag hA.eigenvalues := by rw [hU, Matrix.one_mul, Matrix.mul_one]
```

Both rescalings in the derivation are instances of one rule: a factor rᵢ on column i multiplies the diagonal entry by rᵢ².

```lean
/-- If the modes `U` diagonalize `M`, then rescaling mode `i` by a real factor `r i` multiplies
the `i`-th diagonal entry by `r i ^ 2`. -/
theorem rescale_modes {M U : Matrix n n ℂ} {d : n → ℝ} (r : n → ℝ)
    (h : Uᴴ * M * U = realDiag d) :
    (U * realDiag r)ᴴ * M * (U * realDiag r) = realDiag fun i => r i ^ 2 * d i := by
  have h' : (U * realDiag r)ᴴ * M * (U * realDiag r) =
      (realDiag r)ᴴ * (Uᴴ * M * U) * realDiag r := by
    simp only [conjTranspose_mul, Matrix.mul_assoc]
  rw [h', h]
  unfold realDiag
  rw [diagonal_conjTranspose, diagonal_mul_diagonal, diagonal_mul_diagonal]
  congr 1
  funext i
  simp only [Pi.star_apply, Complex.star_def, Complex.conj_ofReal]
  push_cast
  ring
```

The next theorem is the claim above. Its Lean name refers to Colpa's diagonalization, which also restores the metric; that is done in `paraunitary_diagonalization` below. `PosDef` includes Hermiticity, and `IsUnit` means invertible. The metric `η` need not be diagonal. It is assumed to be Hermitian and invertible, and η² = 1 would supply the invertibility because η is then its own inverse.

The proof builds L, then U, then the final rescaling. `hb0` shows bᵢ ≠ 0 from the invertibility of η, while `hWH` and `hWη` are the two equations for LU. The values of ω and s are read off from `rescale_modes`, and the last case split on the sign of bᵢ yields s = ±1.

```lean
/-- **Simultaneous diagonalization.** For `H` positive definite and `η` Hermitian and invertible, an
invertible `T` makes `T† H T` diagonal with positive entries and `T† η T` diagonal with entries
`±1`. -/
theorem colpa_diagonalization {H η : Matrix n n ℂ} (hH : H.PosDef) (hη : η.IsHermitian)
    (hu : IsUnit η) :
    ∃ (T : Matrix n n ℂ) (ω s : n → ℝ), IsUnit T ∧ (∀ i, 0 < ω i) ∧
      (∀ i, s i = 1 ∨ s i = -1) ∧ Tᴴ * H * T = realDiag ω ∧ Tᴴ * η * T = realDiag s := by
  have unit_diag : ∀ r : n → ℝ, (∀ i, r i ≠ 0) → IsUnit (realDiag r) := fun r hr =>
    Matrix.isUnit_diagonal.mpr
      (Pi.isUnit_iff.mpr fun i => (Complex.ofReal_ne_zero.mpr (hr i)).isUnit)
  have unit_of : ∀ U : Matrix n n ℂ, Uᴴ * U = 1 → IsUnit U := fun U hU =>
    ⟨⟨U, Uᴴ, mul_eq_one_comm.mp hU, hU⟩, rfl⟩
  -- first step: modes `L` in which `H` is the identity
  obtain ⟨L, hL, hLH⟩ : ∃ L : Matrix n n ℂ, IsUnit L ∧ Lᴴ * H * L = 1 := by
    obtain ⟨V, hV, hd⟩ := unitary_diagonalization hH.isHermitian
    have hpos : ∀ i, 0 < hH.isHermitian.eigenvalues i := fun i => hH.eigenvalues_pos i
    refine ⟨V * realDiag fun i => (√(hH.isHermitian.eigenvalues i))⁻¹,
      (unit_of V hV).mul (unit_diag _ fun i => (inv_pos.mpr (Real.sqrt_pos.mpr (hpos i))).ne'),
      ?_⟩
    rw [rescale_modes _ hd]
    have h1 : (fun i => (√(hH.isHermitian.eigenvalues i))⁻¹ ^ 2 *
        hH.isHermitian.eigenvalues i) = fun _ => (1 : ℝ) := by
      funext i
      rw [inv_pow, Real.sq_sqrt (hpos i).le, inv_mul_cancel₀ (hpos i).ne']
    rw [h1]
    simp [realDiag]
  -- second step: a unitary `U` diagonalizes the transformed metric
  have hB : (Lᴴ * η * L).IsHermitian := isHermitian_conjTranspose_mul_mul L hη
  obtain ⟨U, hU, hb⟩ := unitary_diagonalization hB
  generalize hB.eigenvalues = b at hb
  have hb0 : ∀ i, b i ≠ 0 := by
    have h1 : IsUnit (realDiag b) := by
      rw [← hb]
      exact ((unit_of U hU).star.mul ((hL.star.mul hu).mul hL)).mul (unit_of U hU)
    intro i
    exact Complex.ofReal_ne_zero.mp (Pi.isUnit_iff.mp (Matrix.isUnit_diagonal.mp h1) i).ne_zero
  have hWH : (L * U)ᴴ * H * (L * U) = realDiag fun _ => 1 := by
    calc (L * U)ᴴ * H * (L * U) = Uᴴ * (Lᴴ * H * L) * U := by
          simp only [conjTranspose_mul, Matrix.mul_assoc]
      _ = realDiag fun _ => 1 := by rw [hLH, Matrix.mul_one, hU]; simp [realDiag]
  have hWη : (L * U)ᴴ * η * (L * U) = realDiag b := by
    rw [← hb]
    simp only [conjTranspose_mul, Matrix.mul_assoc]
  -- third step: normalize each mode to `±1`
  have hr : ∀ i, 0 < (√|b i|)⁻¹ := fun i =>
    inv_pos.mpr (Real.sqrt_pos.mpr (abs_pos.mpr (hb0 i)))
  refine ⟨L * U * realDiag fun i => (√|b i|)⁻¹, _, _,
    (hL.mul (unit_of U hU)).mul (unit_diag _ fun i => (hr i).ne'), ?_, ?_,
    rescale_modes _ hWH, rescale_modes _ hWη⟩
  · intro i
    exact mul_pos (pow_pos (hr i) 2) one_pos
  · intro i
    simp only [inv_pow, Real.sq_sqrt (abs_nonneg _)]
    rcases lt_or_gt_of_ne (hb0 i) with h | h
    · right
      rw [abs_of_neg h, inv_neg, neg_mul, inv_mul_cancel₀ (hb0 i)]
    · left
      rw [abs_of_pos h, inv_mul_cancel₀ (hb0 i)]
```

In the sign count, `g` is the linear map of the derivation and `hg` its injectivity. Comparing dimensions gives the inequality, which `omega` finishes.

```lean
/-- If `T` transforms the real diagonal form `s` into the real diagonal form `t`, then `t` has
at most as many positive entries as `s`. -/
theorem card_positive_le {T : Matrix n n ℂ} {s t : n → ℝ}
    (h : Tᴴ * realDiag s * T = realDiag t) :
    Fintype.card {i // 0 < t i} ≤ Fintype.card {i // 0 < s i} := by
  -- `g x` lists the amplitudes of `T x` where `s > 0` and those of `x` where `t ≤ 0`
  let g : (n → ℂ) →ₗ[ℂ] ({i // 0 < s i} → ℂ) × ({i // ¬ 0 < t i} → ℂ) :=
    ((LinearMap.funLeft ℂ ℂ Subtype.val).comp T.mulVecLin).prod
      (LinearMap.funLeft ℂ ℂ Subtype.val)
  have hg : Function.Injective g := by
    rw [← LinearMap.ker_eq_bot, LinearMap.ker_eq_bot']
    intro x hx
    have h1 : ∀ j, 0 < s j → (T *ᵥ x) j = 0 := fun j hj =>
      congrFun (congrArg Prod.fst hx) ⟨j, hj⟩
    have h2 : ∀ j, ¬ 0 < t j → x j = 0 := fun j hj =>
      congrFun (congrArg Prod.snd hx) ⟨j, hj⟩
    have e1 := form_realDiag 1 t x
    simp only [conjTranspose_one, Matrix.one_mul, Matrix.mul_one, one_mulVec] at e1
    have e2 := form_realDiag T s x
    rw [h, e1] at e2
    have e3 := Complex.ofReal_injective e2
    have hnn : ∀ i ∈ Finset.univ, 0 ≤ t i * Complex.normSq (x i) := by
      intro i _
      by_cases hi : 0 < t i
      · exact mul_nonneg hi.le (Complex.normSq_nonneg _)
      · simp [h2 i hi]
    have hnp : ∑ i, s i * Complex.normSq ((T *ᵥ x) i) ≤ 0 := by
      refine Finset.sum_nonpos fun i _ => ?_
      by_cases hi : 0 < s i
      · simp [h1 i hi]
      · exact mul_nonpos_of_nonpos_of_nonneg (not_lt.mp hi) (Complex.normSq_nonneg _)
    have h0 := (Finset.sum_eq_zero_iff_of_nonneg hnn).mp
      (le_antisymm (e3.le.trans hnp) (Finset.sum_nonneg hnn))
    funext i
    by_cases hi : 0 < t i
    · exact Complex.normSq_eq_zero.mp
        ((mul_eq_zero.mp (h0 i (Finset.mem_univ i))).resolve_left hi.ne')
    · exact h2 i hi
  have hdim := LinearMap.finrank_le_finrank_of_injective hg
  rw [Module.finrank_prod, Module.finrank_fintype_fun_eq_card,
    Module.finrank_fintype_fun_eq_card, Module.finrank_fintype_fun_eq_card,
    Fintype.card_subtype_compl] at hdim
  have hle := Fintype.card_subtype_le fun i => 0 < t i
  omega
```

The paraunitary theorem allows any arrangement of signs in `σ`, which here denotes the diagonal of the metric and not a Pauli matrix. The equivalence `e` matches the positive entries, `p` extends it to all indices, and `T.submatrix id p` permutes the columns.

```lean
/-- For `H` positive definite and a diagonal metric `η` with entries `±1`, there is a paraunitary
`T`, that is `T† η T = η`, for which `T† H T` is diagonal with positive entries. -/
theorem paraunitary_diagonalization {H : Matrix n n ℂ} (hH : H.PosDef) {σ : n → ℝ}
    (hσ : ∀ i, σ i = 1 ∨ σ i = -1) :
    ∃ (T : Matrix n n ℂ) (ω : n → ℝ), (∀ i, 0 < ω i) ∧
      Tᴴ * H * T = realDiag ω ∧ Tᴴ * realDiag σ * T = realDiag σ := by
  have hherm : (realDiag σ).IsHermitian :=
    isHermitian_diagonal_of_self_adjoint _ (funext fun i => Complex.conj_ofReal (σ i))
  have hunit : IsUnit (realDiag σ) := by
    refine Matrix.isUnit_diagonal.mpr (Pi.isUnit_iff.mpr fun i => ?_)
    rcases hσ i with h | h <;> simp [h]
  obtain ⟨T, ω, s, hT, hω, hs, hTH, hTη⟩ := colpa_diagonalization hH hherm hunit
  obtain ⟨S, hS⟩ := hT.exists_right_inv
  have hback : Sᴴ * realDiag s * S = realDiag σ := by
    rw [← hTη]
    exact undo_transformation hS _
  -- equally many positive signs before and after, so a permutation `p` matches them
  let e : {i // 0 < σ i} ≃ {i // 0 < s i} :=
    Fintype.equivOfCardEq (le_antisymm (card_positive_le hback) (card_positive_le hTη))
  let p : Equiv.Perm n := e.extendSubtype
  have hp : ∀ i, s (p i) = σ i := by
    intro i
    rcases hσ i with h | h
    · have h1 : 0 < s (p i) := e.extendSubtype_mem i (by rw [h]; exact one_pos)
      rcases hs (p i) with h2 | h2
      · rw [h, h2]
      · linarith
    · have h1 : ¬ 0 < s (p i) := e.extendSubtype_not_mem i (by rw [h]; norm_num)
      rcases hs (p i) with h2 | h2
      · exact absurd (by rw [h2]; exact one_pos) h1
      · rw [h, h2]
  have hperm : ∀ M : Matrix n n ℂ, (T.submatrix id p)ᴴ * M * T.submatrix id p =
      (Tᴴ * M * T).submatrix p p := fun M => rfl
  have hdiag : ∀ d : n → ℝ, (realDiag d).submatrix p p = realDiag fun i => d (p i) :=
    fun d => submatrix_diagonal_equiv _ p
  refine ⟨T.submatrix id p, fun i => ω (p i), fun i => hω (p i), ?_, ?_⟩
  · rw [hperm, hTH, hdiag]
  · rw [hperm, hTη, hdiag, funext hp]
```

For non-interacting magnons with finitely many modes per wavevector, this T supplies the mode energies and the amplitudes from which spin correlations are computed. One step towards the magnet remains: the creation operators in Φ must be the adjoints of its annihilation operators at the opposite wavevector. This requires compatible choices of T at k and −k, whereas the theorem treats a single matrix H.

The converse follows the derivation line by line, with `hy` stating that Sx ≠ 0.

```lean
/-- Conversely, if an invertible `T` makes `T† H T` diagonal with positive entries, then `H` is
positive definite. -/
theorem posDef_of_diagonalization {H T : Matrix n n ℂ} {ω : n → ℝ} (hT : IsUnit T)
    (hω : ∀ i, 0 < ω i) (h : Tᴴ * H * T = realDiag ω) : H.PosDef := by
  obtain ⟨S, hS⟩ := hT.exists_right_inv
  have hH : H = Sᴴ * realDiag ω * S := by rw [← h, undo_transformation hS]
  rw [hH, posDef_iff_dotProduct_mulVec]
  refine ⟨isHermitian_conjTranspose_mul_mul S (isHermitian_diagonal_of_self_adjoint _
    (funext fun i => Complex.conj_ofReal (ω i))), fun x hx => ?_⟩
  rw [form_realDiag]
  refine Complex.zero_lt_real.mpr ?_
  -- the amplitudes `S x` cannot all vanish, because `T (S x) = x`
  have hy : S *ᵥ x ≠ 0 := fun h0 => hx (by
    rw [← one_mulVec x, ← hS, ← mulVec_mulVec, h0, mulVec_zero])
  obtain ⟨i, hi⟩ := Function.ne_iff.mp hy
  exact Finset.sum_pos' (fun j _ => mul_nonneg (hω j).le (Complex.normSq_nonneg _))
    ⟨i, Finset.mem_univ i, mul_pos (hω i) (Complex.normSq_pos.mpr hi)⟩

end ColpaDiagonalization
```

```lean
#print axioms ColpaDiagonalization.paraunitary_diagonalization
#print axioms ColpaDiagonalization.posDef_of_diagonalization
```

```
'ColpaDiagonalization.paraunitary_diagonalization' depends on axioms: [propext, Classical.choice, Quot.sound]
'ColpaDiagonalization.posDef_of_diagonalization' depends on axioms: [propext, Classical.choice, Quot.sound]
```
